# The logistic step in a density-weighted average over two exponential densities with different decay constants

Take two densities \(n_1(r)=e^{5-2r}\) and \(n_2(r)=e^{-r}\), and weight a constant \(c>0\) by the share of the first:

\[
v(r)=\frac{c\,n_1}{n_1+n_2}=\frac{c}{1+n_2/n_1}=\frac{c}{1+e^{\,r-5}} .
\]

At \(r=5\) the densities are equal and \(v=c/2\). At \(r=2\) the first density dominates, and \(v\) falls short of \(c\) by \(c\,e^{-3}/(1+e^{-3})\approx 0.047\,c\). Far outside, the second density dominates and \(v\) dies away. Neither density contains a step, yet their ratio is an exponential, which turns a constant into a step.

## Orbital potentials averaged with density weights

The Slater potential averages orbital-specific exchange potentials, each weighted by its orbital's share of the density. Suppose that there are two orbitals and that their potentials are constants \(v_1\) and \(v_2\). Then

\[
\frac{v_1n_1+v_2n_2}{n_1+n_2}
=\frac{v_2(n_1+n_2)+(v_1-v_2)n_1}{n_1+n_2}
=v_2+(v_1-v_2)\,\frac{n_1}{n_1+n_2}.
\]

The average is a constant background plus a step of height \(c=v_1-v_2\). The condition \(c>0\) says that the potential is higher where the first orbital dominates. For \(c<0\) the step has the same shape with its sign reversed, since it is proportional to \(c\).

Averages of orbital-dependent constants also occur in the Krieger–Li–Iafrate approximation to exact exchange. For two purely exponential densities, the model shows where such a step sits and how sharp it is.

## Position, tails and slope of the step

Let

\[
n_1=A e^{-2\alpha r},\qquad n_2=B e^{-2\beta r},\qquad A,B>0,\quad \alpha>\beta .
\]

An orbital that decays as \(e^{-\alpha r}\) has a density that decays as \(e^{-2\alpha r}\), hence the factors of 2. Write \(k=2(\alpha-\beta)>0\) and define the crossing radius

\[
R=\frac{\ln(A/B)}{2(\alpha-\beta)} .
\]

**The ratio.** Since \(kR=\ln(A/B)\), we have \(B/A=e^{-kR}\), and therefore

\[
\frac{n_2}{n_1}=\frac BA\,e^{kr}=e^{k(r-R)},\qquad
v(r)=\frac{c}{1+e^{k(r-R)}} .
\]

**The shape.** For \(c>0\), the denominator is positive and strictly increasing, so \(v\) strictly decreases. At \(r=R\) the denominator equals 2, which gives \(v(R)=c/2\). A strictly decreasing function takes each value at most once, so this happens nowhere else. As \(r\to\infty\) the denominator grows without bound and \(v\to0\).

**The inner plateau.** Put \(E=e^{k(r-R)}=e^{-k(R-r)}\). Then

\[
c-v=c-\frac{c}{1+E}=\frac{cE}{1+E}=vE .
\]

For \(c>0\) and \(r<R\), monotonicity gives \(v>c/2\), and \(1+E>1\) gives \(v<c\). Multiplication by \(E>0\) yields

\[
\frac c2\,e^{-2(\alpha-\beta)(R-r)}<c-v(r)<c\,e^{-2(\alpha-\beta)(R-r)} .
\]

The upper bound therefore overestimates the deficit by less than a factor of 2.

**The slope.** Differentiation gives \(v'(r)=-ckE/(1+E)^2\). At \(R\), where \(E=1\), this is \(-ck/4=-c(\alpha-\beta)/2\). The tangent there falls from \(c\) to 0 over a distance \(2/(\alpha-\beta)\), so similar decay constants give a broad step.

## What the Lean statements say

All quantities are real numbers. `orbitalDensity A α r` is \(Ae^{-2\alpha r}\), `stepPotential c A B α β r` is \(v(r)\), and `crossingRadius A B α β` is \(R\). Without its last argument, `stepPotential c A B α β` is the whole function of \(r\).

The theorem `stepPotential_profile` assumes \(c,A,B>0\) and `β < α`, and states four things:

- `StrictAnti` says that \(r<s\) implies \(v(s)<v(r)\).
- The equivalence `↔` says that \(v(r)=c/2\) holds at \(r=R\) and only there.
- `Tendsto … atTop (𝓝 0)` is the limit at infinity.
- The last clause is the two-sided bound on the deficit for every \(r<R\).

`stepPotential_slope` keeps the assumptions \(A,B>0\) and `β < α` and gives the derivative at \(R\) for any real \(c\). The link to the weighted average is `slater_average_eq_step`, which assumes \(A,B>0\) but sets no condition on the decay constants.

The variable \(r\) runs over the whole real line, while a radius satisfies \(r\ge0\). The statements restrict to that half-line, but \(R\) lies on its positive part only if \(A>B\). If \(A\le B\), no physical radius lies inside the crossing, and the plateau bound says nothing about the physical region. The positivity of \(\beta\) is not assumed; a decaying second density requires it.

The amplitudes are free parameters, and normalisation is not imposed. For singly occupied, normalised densities of this form in three dimensions, \(A=\alpha^3/\pi\) and \(B=\beta^3/\pi\) with \(\alpha>\beta>0\), so that \(R=3\ln(\alpha/\beta)/(2(\alpha-\beta))>0\). The potential then starts at \(v(0)=cA/(A+B)=c/(1+(\beta/\alpha)^3)\). This is close to \(c\) only if \(\beta\) is well below \(\alpha\); for similar decay constants it is barely above \(c/2\), and no inner plateau forms.

The model leaves out nodes, angular dependence and polynomial prefactors in the densities. Two orbitals proportional to \(e^{-\alpha r}\) and \(e^{-\beta r}\) have a nonzero overlap, whereas the same-spin orbitals of a Slater determinant are taken to be orthogonal, so the pair is a simplified model and not a set of orbitals of an actual atom. The constancy of the orbital potentials is an assumption; real orbital exchange potentials vary in space and are not computed here from exchange integrals.

## The Lean file

```lean
import Mathlib

open Filter Topology

noncomputable section

namespace SlaterPotentialStep

variable {c A B α β : ℝ}

/-- The density `A exp(-2αr)` of an orbital that decays as `exp(-αr)`, for `A, α > 0`. -/
def orbitalDensity (A α r : ℝ) : ℝ := A * Real.exp (-2 * α * r)

/-- The step potential `c n₁ / (n₁ + n₂)` of two orbital densities, for amplitudes
`A, B > 0`. -/
def stepPotential (c A B α β r : ℝ) : ℝ :=
  c * orbitalDensity A α r / (orbitalDensity A α r + orbitalDensity B β r)

/-- The radius `ln(A/B) / (2(α - β))`, for `A, B > 0` and `α ≠ β`. -/
def crossingRadius (A B α β : ℝ) : ℝ := Real.log (A / B) / (2 * (α - β))

/-- An orbital density with positive amplitude is positive everywhere. -/
theorem orbitalDensity_pos (hA : 0 < A) (r : ℝ) : 0 < orbitalDensity A α r :=
  mul_pos hA (Real.exp_pos _)

/-- The density-weighted average of two constant orbital potentials `v₁`, `v₂` is `v₂` plus
a step potential of height `v₁ - v₂`. -/
theorem slater_average_eq_step (hA : 0 < A) (hB : 0 < B) (v₁ v₂ r : ℝ) :
    (v₁ * orbitalDensity A α r + v₂ * orbitalDensity B β r) /
        (orbitalDensity A α r + orbitalDensity B β r)
      = v₂ + stepPotential (v₁ - v₂) A B α β r := by
  have hn : orbitalDensity A α r + orbitalDensity B β r ≠ 0 :=
    (add_pos (orbitalDensity_pos hA r) (orbitalDensity_pos hB r)).ne'
  unfold stepPotential
  rw [div_eq_iff hn, add_mul, div_mul_cancel₀ _ hn]
  ring

/-- The ratio of the two densities is a pure exponential in the signed distance from the crossing
radius. -/
theorem density_ratio (hA : 0 < A) (hB : 0 < B) (h : β < α) (r : ℝ) :
    orbitalDensity B β r = orbitalDensity A α r *
      Real.exp (2 * (α - β) * (r - crossingRadius A B α β)) := by
  have hd : α - β ≠ 0 := (sub_pos.mpr h).ne'
  have hA' : A ≠ 0 := hA.ne'
  have hB' : B ≠ 0 := hB.ne'
  have hR : 2 * (α - β) * crossingRadius A B α β = Real.log (A / B) := by
    unfold crossingRadius
    field_simp
  have he : Real.exp (-2 * β * r)
      = Real.exp (-2 * α * r) * Real.exp (2 * (α - β) * r) := by
    rw [← Real.exp_add]
    congr 1
    ring
  rw [mul_sub, hR, Real.exp_sub, Real.exp_log (div_pos hA hB)]
  unfold orbitalDensity
  rw [he]
  field_simp

/-- The step potential is a logistic function of the signed distance from the crossing radius. -/
theorem stepPotential_eq_logistic (hA : 0 < A) (hB : 0 < B) (h : β < α) (r : ℝ) :
    stepPotential c A B α β r =
      c / (1 + Real.exp (2 * (α - β) * (r - crossingRadius A B α β))) := by
  have hn : 0 < orbitalDensity A α r := orbitalDensity_pos hA r
  unfold stepPotential
  rw [density_ratio hA hB h r, div_eq_div_iff (by positivity) (by positivity)]
  ring

/-- The deficit of the step potential from `c` equals the potential itself times an exponential in
the signed distance from the crossing radius. -/
theorem deficit_eq (hA : 0 < A) (hB : 0 < B) (h : β < α) (r : ℝ) :
    c - stepPotential c A B α β r = stepPotential c A B α β r *
      Real.exp (-2 * (α - β) * (crossingRadius A B α β - r)) := by
  rw [stepPotential_eq_logistic hA hB h r,
    show -2 * (α - β) * (crossingRadius A B α β - r)
      = 2 * (α - β) * (r - crossingRadius A B α β) by ring]
  have hE := Real.exp_pos (2 * (α - β) * (r - crossingRadius A B α β))
  generalize Real.exp (2 * (α - β) * (r - crossingRadius A B α β)) = E at hE ⊢
  have hc : c / (1 + E) * (1 + E) = c := div_mul_cancel₀ _ (by positivity)
  linear_combination -hc

/-- The step potential strictly decreases, equals `c/2` exactly at the crossing radius, and
vanishes at infinity; inside the crossing radius its deficit from `c` lies between one half
of `c exp(-2(α - β)(R - r))` and the whole of it. -/
theorem stepPotential_profile (hc : 0 < c) (hA : 0 < A) (hB : 0 < B) (h : β < α) :
    StrictAnti (stepPotential c A B α β) ∧
    (∀ r, stepPotential c A B α β r = c / 2 ↔ r = crossingRadius A B α β) ∧
    Tendsto (stepPotential c A B α β) atTop (𝓝 0) ∧
    ∀ r < crossingRadius A B α β,
      c / 2 * Real.exp (-2 * (α - β) * (crossingRadius A B α β - r))
        < c - stepPotential c A B α β r ∧
      c - stepPotential c A B α β r
        < c * Real.exp (-2 * (α - β) * (crossingRadius A B α β - r)) := by
  have hk : 0 < 2 * (α - β) := by linarith
  have hanti : StrictAnti (stepPotential c A B α β) := by
    intro r s hrs
    rw [stepPotential_eq_logistic hA hB h r, stepPotential_eq_logistic hA hB h s]
    have hexp := Real.exp_lt_exp.mpr (mul_lt_mul_of_pos_left
      (sub_lt_sub_right hrs (crossingRadius A B α β)) hk)
    exact div_lt_div_of_pos_left hc (by positivity) (by linarith)
  have hmid : stepPotential c A B α β (crossingRadius A B α β) = c / 2 := by
    rw [stepPotential_eq_logistic hA hB h, sub_self, mul_zero, Real.exp_zero]
    norm_num
  refine ⟨hanti, fun r => ⟨fun hr => hanti.injective (hr.trans hmid.symm), ?_⟩, ?_, ?_⟩
  · rintro rfl
    exact hmid
  · -- the denominator of the logistic form grows without bound
    rw [funext (stepPotential_eq_logistic (c := c) hA hB h)]
    have hlin : Tendsto (fun r : ℝ => 2 * (α - β) * (r - crossingRadius A B α β))
        atTop atTop := by
      refine Tendsto.const_mul_atTop hk ?_
      simpa only [sub_eq_add_neg, id] using
        tendsto_atTop_add_const_right atTop (-crossingRadius A B α β) tendsto_id
    exact (tendsto_atTop_add_const_left atTop 1
      (Real.tendsto_exp_atTop.comp hlin)).const_div_atTop c
  · -- inside the crossing radius the potential lies between c/2 and c
    intro r hr
    have hlow : c / 2 < stepPotential c A B α β r := hmid ▸ hanti hr
    have hup : stepPotential c A B α β r < c := by
      rw [stepPotential_eq_logistic hA hB h r]
      exact div_lt_self hc (lt_add_of_pos_right 1 (Real.exp_pos _))
    rw [deficit_eq hA hB h r]
    exact ⟨mul_lt_mul_of_pos_right hlow (Real.exp_pos _),
      mul_lt_mul_of_pos_right hup (Real.exp_pos _)⟩

/-- The slope of the step potential at the crossing radius is `-c(α - β)/2`. -/
theorem stepPotential_slope (hA : 0 < A) (hB : 0 < B) (h : β < α) :
    HasDerivAt (stepPotential c A B α β) (-(c * (α - β) / 2))
      (crossingRadius A B α β) := by
  rw [funext (stepPotential_eq_logistic (c := c) hA hB h)]
  generalize crossingRadius A B α β = R
  have h1 : HasDerivAt (fun r : ℝ => 2 * (α - β) * (r - R)) (2 * (α - β)) R :=
    (((hasDerivAt_id' R).sub_const R).const_mul (2 * (α - β))).congr_deriv (mul_one _)
  have hne : 1 + Real.exp (2 * (α - β) * (R - R)) ≠ 0 := by positivity
  refine ((hasDerivAt_const R c).fun_div (h1.exp.const_add 1) hne).congr_deriv ?_
  simp only [sub_self, mul_zero, Real.exp_zero]
  ring

end SlaterPotentialStep
```

```lean
#print axioms SlaterPotentialStep.slater_average_eq_step
#print axioms SlaterPotentialStep.stepPotential_profile
#print axioms SlaterPotentialStep.stepPotential_slope
```

```
'SlaterPotentialStep.slater_average_eq_step' depends on axioms: [propext, Classical.choice, Quot.sound]
'SlaterPotentialStep.stepPotential_profile' depends on axioms: [propext, Classical.choice, Quot.sound]
'SlaterPotentialStep.stepPotential_slope' depends on axioms: [propext, Classical.choice, Quot.sound]
```

## From the density ratio to the logistic form

`orbitalDensity_pos` supplies the positivity that makes the denominator \(n_1+n_2\) nonzero. With it, `slater_average_eq_step` clears the denominator, and `ring` confirms the regrouping into background and step.

`density_ratio` carries the main idea. Its intermediate fact `hR` is \(kR=\ln(A/B)\), and `he` splits \(e^{-2\beta r}\) into \(e^{-2\alpha r}e^{kr}\). The proof then expands \(e^{k(r-R)}\) as \(e^{kr}/e^{kR}\), replaces \(e^{\ln(A/B)}\) by \(A/B\), and cancels the amplitudes.

`stepPotential_eq_logistic` substitutes this ratio into the definition. Cross-multiplication by `div_eq_div_iff` leaves a polynomial identity in which the common factor \(n_1\) is accounted for.

## How the bounds and the slope are proved

`deficit_eq` proves \(c-v=vE\). It first writes both exponents in the same form, then uses `generalize` to treat the exponential as a positive number \(E\). What remains is a rearrangement of \(\frac{c}{1+E}(1+E)=c\), which `linear_combination` carries out.

In `stepPotential_profile`, `hanti` follows the monotonicity argument: a larger radius gives a larger exponential, hence a larger denominator and a smaller quotient. `hmid` evaluates the logistic form at \(R\). Uniqueness of the midpoint comes from `hanti.injective`, because a strictly decreasing function is injective.

For the limit, `hlin` shows that \(k(r-R)\) tends to infinity. Composition with the exponential and addition of 1 send the denominator to infinity, and `const_div_atTop` concludes that the quotient tends to 0.

For the plateau, `hlow` is \(c/2<v(r)\), obtained by comparing \(r\) with \(R\) through `hanti`, and `hup` is \(v(r)<c\). After the deficit is rewritten by `deficit_eq`, both bounds follow by multiplying these inequalities by the positive exponential.

Finally, `stepPotential_slope` differentiates the logistic form. `h1` is the derivative \(k\) of the exponent, and `fun_div` is the quotient rule. Setting the exponent to zero at \(R\) reduces the result to \(-ck/4\), which `ring` identifies with \(-c(\alpha-\beta)/2\).
